# The momentum gradient of φ(k) = A/(Z² + |k|²)ⁿ is −n φ(k) k/ω, where ω = (Z² + |k|²)/2

The lemma concerns one electron ejected into a plane wave of momentum k from a level with binding energy Z²/2, in atomic units, so that the photon energy is ω = (Z² + |k|²)/2. For the momentum function φ(k) = A/(Z² + |k|²)ⁿ, with A and Z any real numbers and n any natural number, it states that the gradient of φ at k is −n φ(k) k/ω whenever ω is positive. The file calls the gradient the length-form dipole and φ(k) k/ω the velocity-form dipole. Both names leave out constant phases: with φ(k) defined as the overlap of the plane wave exp(ik·r) with the orbital, the matrix element of r is i times the gradient, and its velocity form is −i φ(k) k/ω. No normalisation of φ is assumed. The proof differentiates φ as a function of the squared momentum, applies the chain rule through |k|², and then checks that the resulting derivative and the claimed gradient agree on every vector v.

In Lean, a first try:

```lean
import Mathlib

noncomputable section

namespace PlaneWavePhotoionization

/-- Photoelectron momenta: vectors of Euclidean three-space. -/
abbrev Momentum := EuclideanSpace ℝ (Fin 3)

/-- Photon energy (atomic units) that ejects an electron of momentum `k` from a level with
binding energy `Z ^ 2 / 2`. -/
def photonEnergy (Z : ℝ) (k : Momentum) : ℝ := (Z ^ 2 + ‖k‖ ^ 2) / 2

/-- The momentum function `A / (Z ^ 2 + |k| ^ 2) ^ n`, for `Z` and `k` not both zero;
`n = 2` is the hydrogenic 1s state and `n = 1` the zero-range bound state. -/
def orbital (A Z : ℝ) (n : ℕ) (k : Momentum) : ℝ := A / (Z ^ 2 + ‖k‖ ^ 2) ^ n

/-- Plane-wave dipole vector in velocity form, `φ(k) k / ω`, for nonzero photon energy `ω`. -/
def velocityDipole (Z : ℝ) (φ : Momentum → ℝ) (k : Momentum) : Momentum :=
  (φ k / photonEnergy Z k) • k

/-- At positive photon energy the momentum gradient of the orbital, its length-form dipole,
is `-n` times the velocity-form dipole. -/
theorem hasGradientAt_orbital (A Z : ℝ) (n : ℕ) (k : Momentum) (hω : 0 < photonEnergy Z k) :
    HasGradientAt (orbital A Z n) ((-(n : ℝ)) • velocityDipole Z (orbital A Z n) k) k := by
  have hD : Z ^ 2 + ‖k‖ ^ 2 ≠ 0 := by
    have h : 0 < Z ^ 2 + ‖k‖ ^ 2 := by
      unfold photonEnergy at hω
      linarith
    exact h.ne'
  -- derivative of the profile with respect to the squared momentum
  have hg : HasDerivAt (fun s : ℝ => A / (Z ^ 2 + s) ^ n)
      (-(n * A) / (Z ^ 2 + ‖k‖ ^ 2) ^ (n + 1)) (‖k‖ ^ 2) := by
    have h1 : HasDerivAt (fun s : ℝ => Z ^ 2 + s) 1 (‖k‖ ^ 2) :=
      (hasDerivAt_id _).const_add _
    refine ((hasDerivAt_const _ A).fun_div (h1.fun_pow n) (pow_ne_zero n hD)).congr_deriv ?_
    cases n with
    | zero => simp
    | succ m =>
      simp only [Nat.add_sub_cancel]
      field_simp
      ring
  -- chain rule through the squared norm
  have hcomp := hg.comp_hasFDerivAt k (hasStrictFDerivAt_norm_sq k).hasFDerivAt
  have h : HasFDerivAt (orbital A Z n) _ k := hcomp
  refine hasGradientAt_iff_hasFDerivAt.mpr (h.congr_fderiv ?_)
  refine ContinuousLinearMap.ext fun v => ?_
  simp only [ContinuousLinearMap.smul_apply, innerSL_apply_apply,
    InnerProductSpace.toDual_apply_apply, velocityDipole, orbital, photonEnergy,
    real_inner_smul_left, smul_eq_mul, nsmul_eq_mul, Nat.cast_ofNat]
  field_simp

end PlaneWavePhotoionization
```

The compiler's answer:

```
Main.lean:48:13: warning: `ContinuousLinearMap.smul_apply` has been deprecated: Use `smul_apply` instead

Note: The updated constant is in a different namespace. Dot notation may need to be changed (e.g., from `x.smul_apply` to `smul_apply x`).
Main.lean:25:89: error: unsolved goals
A Z : ℝ
n : ℕ
k : Momentum
hω : 0 < photonEnergy Z k
hD : Z ^ 2 + ‖k‖ ^ 2 ≠ 0
hg : HasDerivAt (fun s => A / (Z ^ 2 + s) ^ n) (-(↑n * A) / (Z ^ 2 + ‖k‖ ^ 2) ^ (n + 1)) (‖k‖ ^ 2)
hcomp :
  HasFDerivAt ((fun s => A / (Z ^ 2 + s) ^ n) ∘ fun x => ‖x‖ ^ 2)
    ((-(↑n * A) / (Z ^ 2 + ‖k‖ ^ 2) ^ (n + 1)) • 2 • (innerSL ℝ) k) k
h : HasFDerivAt (orbital A Z n) ((-(↑n * A) / (Z ^ 2 + ‖k‖ ^ 2) ^ (n + 1)) • 2 • (innerSL ℝ) k) k
v : Momentum
⊢ -(↑n * A * (Z ^ 2 + ‖k‖ ^ 2) * inner ℝ k v * (Z ^ 2 + ‖k‖ ^ 2) ^ n) =
    -(↑n * A * (Z ^ 2 + ‖k‖ ^ 2) ^ (n + 1) * inner ℝ k v)
```

The mended proof, as a diff:

```diff
@@ -46,8 +46,9 @@
   refine hasGradientAt_iff_hasFDerivAt.mpr (h.congr_fderiv ?_)
   refine ContinuousLinearMap.ext fun v => ?_
-  simp only [ContinuousLinearMap.smul_apply, innerSL_apply_apply,
+  simp only [smul_apply, innerSL_apply_apply,
     InnerProductSpace.toDual_apply_apply, velocityDipole, orbital, photonEnergy,
     real_inner_smul_left, smul_eq_mul, nsmul_eq_mul, Nat.cast_ofNat]
   field_simp
+  ring
 
 end PlaneWavePhotoionization
```

Diagnosis. The error says that the proof ends with a goal still open. By that point the calculus is done, and `field_simp` has cleared the denominators from the last equation. What remains is a true algebraic identity: apart from the order of the factors, the left side has `(Z ^ 2 + ‖k‖ ^ 2) * (Z ^ 2 + ‖k‖ ^ 2) ^ n` where the right side has `(Z ^ 2 + ‖k‖ ^ 2) ^ (n + 1)`. `field_simp` did not bring these to the same form, and no tactic followed it.

The added `ring` closes the goal. It proves identities in commutative rings, including those that need a power with a variable exponent to be split, as `n + 1` is here.

The warning is a separate matter: `ContinuousLinearMap.smul_apply` is a deprecated name, but it still works. Replacing it with `smul_apply` follows Lean's advice and is mere tidying, with no part in curing the error.
